# Determinant excitation probabilities sum to one when the overlap rows are orthonormal

## Orbitals, configurations and amplitudes

Let $N$ be the number of electrons, not counting the core electron that is removed, and $M$ the number of final orbitals kept in the calculation. The initial orbitals $\varphi_i$, with $i=0,\dots,N-1$, are the spin orbitals that these $N$ electrons occupy before the core hole is created. The final orbitals $\psi_j$, with $j=0,\dots,M-1$, are spin orbitals in the presence of the core hole. The emptied core orbital belongs to neither set. Their overlaps form the complex $N\times M$ matrix

$$S_{ij}=\langle\varphi_i|\psi_j\rangle .$$

In Lean, `Fin N` and `Fin M` are the two index sets, both counted from zero, and $S$ has type `Matrix (Fin N) (Fin M) ℂ`. The matrix is the starting point: no wave functions or Hamiltonians appear in the file. The numbers $N$ and $M$ are arbitrary natural numbers.

```lean
import Mathlib

open Matrix
open scoped ComplexOrder

namespace XanesDeterminant

noncomputable section

variable {N M : ℕ}
```

A final configuration $c$ says which $N$ of the $M$ final orbitals are occupied. It is a set, so the electrons carry no labels. The type `Config N M` consists of the subsets of `Fin M` with exactly $N$ elements. When $N\le M$ and the $N$ lowest final orbitals are among those kept, the configuration that fills them is one of these subsets, and the sums below then include the unexcited final state.

```lean
/-- A final configuration: a set of `N` occupied orbitals among `M` final orbitals. -/
abbrev Config (N M : ℕ) := {s : Finset (Fin M) // s.card = N}
```

A determinant needs an order of its columns. Write $o_c(0)<o_c(1)<\dots<o_c(N-1)$ for the occupied orbitals of $c$ in increasing order. Another order could change only the sign of the amplitude.

```lean
/-- The occupied final orbitals of a configuration, listed in increasing order. -/
def orbital (c : Config N M) : Fin N → Fin M := c.1.orderEmbOfFin c.2
```

Let $S_c$ be the $N\times N$ matrix with entries $(S_c)_{ik}=S_{i\,o_c(k)}$. For single Slater determinants $\Phi$ and $\Psi_c$ built from the initial orbitals and from the orbitals in $c$, the many-electron overlap is

$$\langle\Phi|\Psi_c\rangle=\det S_c .$$

The file takes the right-hand side as the definition of the amplitude. In `S.submatrix id (orbital c)`, `id` keeps every row and `orbital c` selects the columns.

```lean
/-- The many-electron amplitude of a configuration: the determinant of the corresponding square
submatrix of the overlap matrix. -/
def amplitude (S : Matrix (Fin N) (Fin M) ℂ) (c : Config N M) : ℂ :=
  (S.submatrix id (orbital c)).det
```

The probability of the configuration is $P_c=|\det S_c|^2$. When the initial orbitals are orthonormal and the final orbitals are orthonormal, it is the weight of $\Psi_c$ after the core-hole potential is switched on suddenly, for electrons that otherwise don't interact. It contains no dipole matrix element, no transition energy and no electron promoted from the core level, so it is not an absorption intensity.

```lean
/-- The excitation probability of a configuration: the squared modulus of its amplitude. -/
def probability (S : Matrix (Fin N) (Fin M) ℂ) (c : Config N M) : ℝ :=
  ‖amplitude S c‖ ^ 2
```

The main hypothesis will be $SS^\dagger=1$, or in components

$$\sum_j S_{ij}\,\overline{S_{kj}}=\delta_{ik}.$$

For orthonormal final orbitals, this holds when the initial orbitals are orthonormal and lie entirely in the span of the $M$ final ones. The theorems assume the matrix condition and do not derive it from a basis.

## A determinant of a product as a sum over assignments

Take an $N\times M$ matrix $A$ and an $M\times N$ matrix $B$. Expanding the determinant over permutations $\sigma$ gives

$$\det(AB)=\sum_\sigma \operatorname{sgn}\sigma\prod_i\sum_j A_{\sigma(i)j}B_{ji}.$$

Multiplying out the product of sums means choosing one orbital $f(i)$ for each electron $i$. After the two sums are exchanged,

$$\det(AB)=\sum_f\Big(\sum_\sigma\operatorname{sgn}\sigma\prod_i A_{\sigma(i)f(i)}\Big)\prod_i B_{f(i)i}
=\sum_f \det A_f\prod_i B_{f(i)i},$$

where $(A_f)_{ik}=A_{i f(k)}$. The sum runs over all maps $f$ from electrons to orbitals, including those that use an orbital twice. In the proof, `Finset.prod_univ_sum` multiplies out the product and `Finset.sum_comm` exchanges the sums.

```lean
/-- The determinant of a product is a sum over all assignments of intermediate orbitals
to the electrons. -/
theorem det_mul_eq_sum_assignments (A : Matrix (Fin N) (Fin M) ℂ)
    (B : Matrix (Fin M) (Fin N) ℂ) :
    (A * B).det = ∑ f : Fin N → Fin M, (A.submatrix id f).det * ∏ i, B (f i) i := by
  simp only [det_apply', mul_apply, Finset.prod_univ_sum, Finset.mul_sum,
    Fintype.piFinset_univ]
  rw [Finset.sum_comm]
  refine Finset.sum_congr rfl fun f _ => ?_
  rw [Finset.sum_mul]
  refine Finset.sum_congr rfl fun σ _ => ?_
  simp only [submatrix_apply, id, Finset.prod_mul_distrib]
  ring
```

## From assignments to configurations

To turn assignments into configurations, we need to know that the ordered list $o_c$ contains exactly the orbitals in $c$: an orbital $j$ is occupied if and only if $j=o_c(k)$ for some $k$.

```lean
/-- An orbital is occupied in a configuration exactly when it appears in its ordered list. -/
theorem mem_config_iff (c : Config N M) (j : Fin M) :
    j ∈ c.1 ↔ ∃ k, orbital c k = j := by
  have h := Set.ext_iff.mp (Finset.range_orderEmbOfFin c.1 c.2) j
  exact h.symm
```

If $f$ assigns the same orbital to two electrons, $A_f$ has two equal columns and its determinant vanishes. This is the Pauli principle in matrix form. If $f$ has no repetition, its image is a configuration $c$, and there is exactly one permutation $\sigma$ with $f(i)=o_c(\sigma(i))$. Permuting the columns gives $\det A_f=\operatorname{sgn}\sigma\,\det A_c$, where $(A_c)_{ik}=A_{i\,o_c(k)}$. Let $B_c$ be the square matrix with entries $(B_c)_{ki}=B_{o_c(k)i}$. Then

$$\det(AB)=\sum_c\det A_c\sum_\sigma\operatorname{sgn}\sigma\prod_i B_{o_c(\sigma(i))i}
=\sum_c\det A_c\,\det B_c .$$

This is the Cauchy–Binet formula, stated here for complex matrices.

The Lean proof replaces the sum over $f$ by a sum over pairs $(c,\sigma)$ with `Fintype.sum_of_injective`. Three tasks remain, in this order:

- The first evaluates the sum over pairs, using `det_permute'` for the sign.
- The second shows that different pairs give different assignments. Equal assignments have equal images, hence equal configurations, and then equal permutations.
- The third shows that every assignment not obtained from a pair contributes zero. An injective $f$ would come from a pair, so the remaining ones repeat an orbital, and `det_zero_of_column_eq` applies.

```lean
/-- Cauchy–Binet formula: the determinant of a product is the sum over configurations of
products of minors. -/
theorem cauchy_binet (A : Matrix (Fin N) (Fin M) ℂ) (B : Matrix (Fin M) (Fin N) ℂ) :
    (A * B).det = ∑ c : Config N M,
      (A.submatrix id (orbital c)).det * (B.submatrix (orbital c) id).det := by
  have hinj : ∀ c : Config N M, Function.Injective (orbital c) :=
    fun c => (c.1.orderEmbOfFin c.2).injective
  rw [det_mul_eq_sum_assignments]
  -- every assignment without repetition lists the orbitals of a configuration in permuted order
  rw [← Fintype.sum_of_injective
    (fun p : Config N M × Equiv.Perm (Fin N) => fun i => orbital p.1 (p.2 i)) ?_
    (fun p => (A.submatrix id (fun i => orbital p.1 (p.2 i))).det *
      ∏ i, B (orbital p.1 (p.2 i)) i) _ ?_ (fun _ => rfl)]
  · rw [Fintype.sum_prod_type]
    refine Finset.sum_congr rfl fun c _ => ?_
    rw [det_apply' (B.submatrix (orbital c) id), Finset.mul_sum]
    refine Finset.sum_congr rfl fun σ _ => ?_
    have hσ : (A.submatrix id (fun i => orbital c (σ i))).det =
        (Equiv.Perm.sign σ : ℂ) * (A.submatrix id (orbital c)).det :=
      det_permute' σ (A.submatrix id (orbital c))
    simp only [hσ, submatrix_apply, id]
    ring
  · rintro ⟨c, σ⟩ ⟨d, τ⟩ h
    have h' : ∀ i, orbital c (σ i) = orbital d (τ i) := fun i => congrFun h i
    have hcd : c = d := by
      apply Subtype.ext
      ext j
      rw [mem_config_iff, mem_config_iff]
      constructor
      · rintro ⟨k, rfl⟩
        exact ⟨τ (σ.symm k), by rw [← h', Equiv.apply_symm_apply]⟩
      · rintro ⟨k, rfl⟩
        exact ⟨σ (τ.symm k), by rw [h', Equiv.apply_symm_apply]⟩
    subst hcd
    have hστ : σ = τ := Equiv.ext fun i => hinj c (h' i)
    rw [hστ]
  · intro f hf
    have hnot : ¬ Function.Injective f := by
      intro hfi
      apply hf
      let c : Config N M := ⟨Finset.univ.image f, by
        rw [Finset.card_image_of_injective _ hfi, Finset.card_univ, Fintype.card_fin]⟩
      have hk : ∀ i, ∃ k, orbital c k = f i := fun i =>
        (mem_config_iff c (f i)).mp (Finset.mem_image_of_mem f (Finset.mem_univ i))
      choose g hg using hk
      have hgi : Function.Injective g := fun a b hab => hfi (by rw [← hg a, ← hg b, hab])
      exact ⟨(c, Equiv.ofBijective g (Finite.injective_iff_bijective.mp hgi)), funext hg⟩
    -- a doubly occupied orbital gives two equal columns
    obtain ⟨a, b, hab, hne⟩ : ∃ a b, f a = f b ∧ a ≠ b := by
      simpa [Function.Injective] using hnot
    have hz : (A.submatrix id f).det = 0 :=
      det_zero_of_column_eq hne fun i => by simp only [submatrix_apply, hab]
    rw [hz, zero_mul]
```

## The total probability is a Gram determinant

Now put $A=S$ and $B=S^\dagger$. Selecting rows of $S^\dagger$ is the same as selecting columns of $S$ and then taking the adjoint, so $B_c=S_c^\dagger$ and $\det B_c=\overline{\det S_c}$. Therefore

$$\det(SS^\dagger)=\sum_c\det S_c\,\overline{\det S_c}=\sum_c P_c .$$

This holds for every $S$, without any orthonormality. The left-hand side of the Lean statement is a real sum regarded as a complex number, because the determinant on the right is complex by type.

Suppose the initial orbitals are orthonormal and lie in the span of a full orthonormal set of final orbitals, of which only $M$ are retained. Then $1-\det(SS^\dagger)$ is the probability lost by the truncation. In a determinant calculation of core-level photoemission in the sudden approximation, with electrons that interact only with the core hole, this measures the missing weight without enumerating the configurations. It does not measure the missing intensity of an absorption spectrum, which also depends on dipole matrix elements.

```lean
/-- For any overlap matrix, the total excitation probability is the Gram determinant
of its rows. -/
theorem total_probability_eq_gram_det (S : Matrix (Fin N) (Fin M) ℂ) :
    ((∑ c, probability S c : ℝ) : ℂ) = (S * Sᴴ).det := by
  rw [cauchy_binet, Complex.ofReal_sum]
  refine Finset.sum_congr rfl fun c _ => ?_
  have h : Sᴴ.submatrix (orbital c) id = (S.submatrix id (orbital c))ᴴ := rfl
  rw [h, det_conjTranspose, probability, Complex.sq_norm]
  exact (Complex.mul_conj _).symm
```

With orthonormal rows the Gram matrix is the identity, and

$$\sum_c P_c=\det(SS^\dagger)=\det 1=1 .$$

The theorem reads: for every complex $N\times M$ matrix $S$ with `S * Sᴴ = 1`, the probabilities of all configurations sum to one. Completeness here means that the weight of one initial determinant is fully distributed over the final determinants. The statement covers $N=0$, where the single empty configuration has amplitude $1$. For $N>M$ there are no configurations, and the hypothesis cannot be satisfied.

```lean
/-- Completeness: if the rows of the overlap matrix are orthonormal, the determinant
excitation probabilities sum to one. -/
theorem total_probability_eq_one (S : Matrix (Fin N) (Fin M) ℂ) (hS : S * Sᴴ = 1) :
    ∑ c, probability S c = 1 := by
  apply Complex.ofReal_injective
  rw [total_probability_eq_gram_det, hS, det_one, Complex.ofReal_one]
```

A calculation usually keeps only some configurations, for example those with few electron–hole pairs. Let $T$ be any such selection. Since each $P_c$ is non-negative,

$$\sum_{c\in T}P_c\le\sum_c P_c=1 .$$

The proof rewrites the bound $1$ as the complete sum and compares the two sums.

```lean
/-- For orthonormal rows, any selection of final configurations carries a total probability
of at most one. -/
theorem partial_probability_le_one (S : Matrix (Fin N) (Fin M) ℂ) (hS : S * Sᴴ = 1)
    (T : Finset (Config N M)) : ∑ c ∈ T, probability S c ≤ 1 := by
  rw [← total_probability_eq_one S hS]
  exact Finset.sum_le_sum_of_subset_of_nonneg (Finset.subset_univ T)
    fun c _ _ => sq_nonneg _
```

## When a total of one implies orthonormal rows

Suppose that every row satisfies $\sum_j|S_{ij}|^2\le1$. For normalised initial orbitals and orthonormal final orbitals this is Bessel's inequality, so a truncated final basis satisfies it. Under this condition, a total probability of one implies $SS^\dagger=1$.

Let $G=SS^\dagger$, with eigenvalues $\lambda_i$. The matrix is positive semidefinite, so $\lambda_i\ge0$. By the Gram determinant formula,

$$\prod_i\lambda_i=\det G=\sum_cP_c=1 ,$$

so no eigenvalue is zero, and taking logarithms gives $\sum_i\log\lambda_i=0$. The trace gives

$$\sum_i\lambda_i=\operatorname{tr}G=\sum_i\sum_j|S_{ij}|^2\le N .$$

For positive $x$ we have $\log x\le x-1$, with strict inequality when $x\ne1$. If some eigenvalue differed from $1$, then

$$0=\sum_i\log\lambda_i<\sum_i(\lambda_i-1)=\sum_i\lambda_i-N\le0 ,$$

which is a contradiction. All eigenvalues are therefore $1$, and the spectral theorem gives $G=U\,1\,U^\dagger=1$ with $U$ unitary.

The Lean proof has the same stages. `hprod` and `hsum` are the determinant and trace identities, `hpos` and `hlog` prepare the logarithms, and `hone` contains the contradiction, which `linarith` closes. The last lines insert the unit eigenvalues into the spectral theorem. The reverse direction is the completeness theorem already proved.

```lean
/-- If every row of the overlap matrix has squared norm at most one, the probabilities sum
to one exactly when the rows are orthonormal. -/
theorem total_probability_eq_one_iff (S : Matrix (Fin N) (Fin M) ℂ)
    (hrow : ∀ i, ∑ j, ‖S i j‖ ^ 2 ≤ 1) :
    ∑ c, probability S c = 1 ↔ S * Sᴴ = 1 := by
  refine ⟨fun h => ?_, total_probability_eq_one S⟩
  have hP : (S * Sᴴ).PosSemidef := posSemidef_self_mul_conjTranspose S
  have hG : (S * Sᴴ).IsHermitian := hP.isHermitian
  -- the eigenvalues of the Gram matrix have product one
  have hprod : ∏ i, hG.eigenvalues i = 1 := by
    have hd : (S * Sᴴ).det = ∏ i, ((hG.eigenvalues i : ℝ) : ℂ) :=
      hG.det_eq_prod_eigenvalues
    apply Complex.ofReal_injective
    rw [Complex.ofReal_prod, ← hd, ← total_probability_eq_gram_det, h]
  -- their sum is the sum of the squared row norms
  have hsum : ∑ i, hG.eigenvalues i = ∑ i, ∑ j, ‖S i j‖ ^ 2 := by
    have ht : (S * Sᴴ).trace = ∑ i, ((hG.eigenvalues i : ℝ) : ℂ) :=
      hG.trace_eq_sum_eigenvalues
    apply Complex.ofReal_injective
    rw [Complex.ofReal_sum, ← ht, Complex.ofReal_sum]
    refine Finset.sum_congr rfl fun i _ => ?_
    rw [diag_apply, mul_apply, Complex.ofReal_sum]
    refine Finset.sum_congr rfl fun j _ => ?_
    rw [Complex.sq_norm]
    exact Complex.mul_conj _
  have hpos : ∀ i, 0 < hG.eigenvalues i := fun i =>
    lt_of_le_of_ne (hP.eigenvalues_nonneg i) (Ne.symm
      (Finset.prod_ne_zero_iff.mp (by rw [hprod]; exact one_ne_zero) i (Finset.mem_univ i)))
  have hlog : ∑ i, Real.log (hG.eigenvalues i) = 0 := by
    rw [← Real.log_prod, hprod, Real.log_one]
    intro i _
    exact (hpos i).ne'
  -- strictness of log x < x - 1 forces every eigenvalue to be one
  have hone : ∀ i, hG.eigenvalues i = 1 := by
    intro i
    by_contra hne
    have hlt : ∑ k, Real.log (hG.eigenvalues k) < ∑ k, (hG.eigenvalues k - 1) :=
      Finset.sum_lt_sum (fun k _ => Real.log_le_sub_one_of_pos (hpos k))
        ⟨i, Finset.mem_univ i, Real.log_lt_sub_one_of_pos (hpos i) hne⟩
    have hle : ∑ k, ∑ j, ‖S k j‖ ^ 2 ≤ ∑ _k : Fin N, (1 : ℝ) :=
      Finset.sum_le_sum fun k _ => hrow k
    rw [Finset.sum_sub_distrib] at hlt
    linarith
  have hspec := hG.spectral_theorem
  have hdiag : diagonal (RCLike.ofReal ∘ hG.eigenvalues) = (1 : Matrix (Fin N) (Fin N) ℂ) := by
    rw [← diagonal_one]
    congr 1
    funext i
    simp [hone i]
  rw [hdiag, map_one] at hspec
  exact hspec
```

The bound on the rows matters. Take $N=M=2$ and

$$S=\begin{pmatrix}2&0\\0&\tfrac12\end{pmatrix}.$$

There is one configuration, its amplitude is $2\cdot\tfrac12=1$, and the total probability is $1$. Yet $SS^\dagger=\operatorname{diag}(4,\tfrac14)$ is not the identity. The first row has squared norm $4$, and its excess compensates for the deficit of the second. This is a counter-example about matrices, not a physical case: normalised orbitals cannot have an overlap of $2$.

## Two electrons in three final orbitals

A small rectangular matrix shows how the weight is distributed:

$$S=\frac13\begin{pmatrix}1&2&2\\2&1&-2\end{pmatrix}.$$

```lean
/-- An overlap matrix of two initial orbitals with three final orbitals. -/
def sampleOverlap : Matrix (Fin 2) (Fin 3) ℂ :=
  !![1 / 3, 2 / 3, 2 / 3; 2 / 3, 1 / 3, -2 / 3]
```

Each row has squared norm $(1+4+4)/9=1$, and the inner product of the two rows is $(2+2-4)/9=0$. Hence $SS^\dagger=1$, which Lean verifies entry by entry. The lemmas `h2` and `h3` state that conjugation leaves the real numbers $2$ and $3$ unchanged.

The three configurations $\{0,1\}$, $\{0,2\}$ and $\{1,2\}$ have amplitudes $-\tfrac13$, $-\tfrac23$ and $-\tfrac23$. Their probabilities are $\tfrac19$, $\tfrac49$ and $\tfrac49$, which add up to one, as the completeness theorem requires.

```lean
/-- The sample overlap matrix has orthonormal rows. -/
theorem sampleOverlap_witness : sampleOverlap * sampleOverlapᴴ = 1 := by
  ext i j
  -- the entries are real, so conjugation leaves them unchanged
  have h2 : (starRingEnd ℂ) 2 = 2 := Complex.conj_eq_iff_im.mpr (by simp)
  have h3 : (starRingEnd ℂ) 3 = 3 := Complex.conj_eq_iff_im.mpr (by simp)
  fin_cases i <;> fin_cases j <;>
    norm_num [sampleOverlap, mul_apply, conjTranspose_apply, Fin.sum_univ_succ, h2, h3]

end

end XanesDeterminant
```

```lean
#print axioms XanesDeterminant.total_probability_eq_one
#print axioms XanesDeterminant.partial_probability_le_one
#print axioms XanesDeterminant.total_probability_eq_one_iff
```

```
'XanesDeterminant.total_probability_eq_one' depends on axioms: [propext, Classical.choice, Quot.sound]
'XanesDeterminant.partial_probability_le_one' depends on axioms: [propext, Classical.choice, Quot.sound]
'XanesDeterminant.total_probability_eq_one_iff' depends on axioms: [propext, Classical.choice, Quot.sound]
```
